# The log marginal likelihood of finite-valued data is a sum of cross-validation scores over all training sizes

A qubit is prepared and read out $n$ times, afresh each time, and two noise models compete to describe the record. They can be compared by the marginal likelihood each assigns to the whole record, or by how well each predicts a reading it has not seen after learning from some of the others. For a finite parameter set, readings independent given the parameter, and a record of positive probability, the log marginal likelihood is the sum of the average log predictive scores over training sizes $0,\dots,n-1$.

The first part of the argument needs only a joint probability $p$, with no parameters. The readings are labelled by a finite type `ι`, so $n$ is `Fintype.card ι`. Reading $i$ takes values in a finite type `α i`, and a record $y$ is a function of type `∀ i, α i`. The type `Θ` holds the parameter values used later.

In Lean 4 with Mathlib:

```lean
import Mathlib

open Finset

namespace CumulativeCrossValidation

noncomputable section

variable {ι : Type*} [Fintype ι] [DecidableEq ι] {α : ι → Type*}
  [∀ i, Fintype (α i)] [∀ i, DecidableEq (α i)] {Θ : Type*} [Fintype Θ]
```

## Scores and marginals

For a set $S$ of readings, $p(y_S)$ is the sum of $p(z)$ over all records $z$ that agree with $y$ on $S$.

```lean
/-- The marginal probability `p(y_S)`: the total weight of all outcomes that agree with `y`
on the index set `S`. -/
def marginal (p : (∀ i, α i) → ℝ) (S : Finset ι) (y : ∀ i, α i) : ℝ :=
  ∑ z ∈ univ.filter (fun z : ∀ i, α i => ∀ i ∈ S, z i = y i), p z
```

The probability of one further reading is $p(y_i\mid y_S)=p(y_{S\cup\{i\}})/p(y_S)$.

```lean
/-- The conditional probability `p(y_i | y_S)`, meaningful when `p(y_S)` is nonzero. -/
def conditional (p : (∀ i, α i) → ℝ) (i : ι) (S : Finset ι) (y : ∀ i, α i) : ℝ :=
  marginal p (insert i S) y / marginal p S y
```

The score at training size $k<n$ averages over every training set and every held-out reading:
$$s_k=\frac{1}{\binom nk(n-k)}\sum_{|S|=k}\ \sum_{i\notin S}\log p(y_i\mid y_S).$$
Logarithms are natural, and larger scores are better. Leave-one-out cross-validation is the single term $k=n-1$.

```lean
/-- The cross-validation score at training size `k`, for `k` less than the number `n` of
variables: the average of `log p(y_i | y_S)` over all `k`-element `S` and all `i` outside `S`. -/
def cvScore (p : (∀ i, α i) → ℝ) (k : ℕ) (y : ∀ i, α i) : ℝ :=
  (∑ S ∈ powersetCard k (univ : Finset ι), ∑ i ∈ Sᶜ, Real.log (conditional p i S y)) /
    (((Fintype.card ι).choose k : ℝ) * ((Fintype.card ι : ℝ) - k))
```

The derivation compares $s_k$ with the mean log marginal $L_k=\binom nk^{-1}\sum_{|S|=k}\log p(y_S)$.

```lean
/-- The average of `log p(y_S)` over all `k`-element index sets `S`, for `k` at most the
number of variables. -/
def meanLogMarginal (p : (∀ i, α i) → ℝ) (k : ℕ) (y : ∀ i, α i) : ℝ :=
  (∑ S ∈ powersetCard k (univ : Finset ι), Real.log (marginal p S y)) /
    ((Fintype.card ι).choose k : ℝ)
```

At the two ends, $p(y_\emptyset)=\sum_z p(z)$, since no reading is constrained,

```lean
/-- The marginal on no variables is the total weight. -/
theorem marginal_empty (p : (∀ i, α i) → ℝ) (y : ∀ i, α i) :
    marginal p ∅ y = ∑ z, p z := by
  simp [marginal]
```

and $p(y_S)=p(y)$ when $S$ contains all readings, since only $y$ itself agrees with $y$ everywhere.

```lean
/-- The marginal on all variables is the joint weight itself. -/
theorem marginal_univ (p : (∀ i, α i) → ℝ) (y : ∀ i, α i) :
    marginal p univ y = p y := by
  have h : univ.filter (fun z : ∀ i, α i => ∀ i ∈ (univ : Finset ι), z i = y i) = {y} := by
    ext z
    simp [funext_iff]
  unfold marginal
  rw [h, sum_singleton]
```

If $p\ge 0$ and $p(y)>0$, each $p(y_S)$ contains the positive term $p(y)$, so its logarithm is safe to use. Other records may have probability zero.

```lean
/-- If the weights are nonnegative and `y` has positive weight, every marginal at `y` is
positive. -/
theorem marginal_pos {p : (∀ i, α i) → ℝ} (hp : ∀ z, 0 ≤ p z) {y : ∀ i, α i}
    (hy : 0 < p y) (S : Finset ι) : 0 < marginal p S y :=
  Finset.sum_pos' (fun z _ => hp z) ⟨y, by simp, hy⟩
```

## Each score is a difference

A set $T$ of $k+1$ readings arises from a pair $(S,i)$ by choosing which member of $T$ was held out, so for any function $F$ of sets
$$\sum_{|S|=k}\sum_{i\notin S}F(S\cup\{i\})=(k+1)\sum_{|T|=k+1}F(T).$$
The proof matches the pairs by inserting $i$ into $S$ and erasing it from $T$.

```lean
/-- Double counting: adding one held-out index to a `k`-element training set produces each
`(k+1)`-element set exactly `k+1` times. -/
theorem sum_insert_heldOut (F : Finset ι → ℝ) (k : ℕ) :
    ∑ S ∈ powersetCard k (univ : Finset ι), ∑ i ∈ Sᶜ, F (insert i S) =
      ((k : ℝ) + 1) * ∑ T ∈ powersetCard (k + 1) (univ : Finset ι), F T := by
  have hR : ((k : ℝ) + 1) * ∑ T ∈ powersetCard (k + 1) (univ : Finset ι), F T =
      ∑ T ∈ powersetCard (k + 1) (univ : Finset ι), ∑ _i ∈ T, F T := by
    rw [mul_sum]
    refine sum_congr rfl fun T hT => ?_
    rw [sum_const, (mem_powersetCard.1 hT).2, nsmul_eq_mul, Nat.cast_add, Nat.cast_one]
  rw [hR, Finset.sum_sigma', Finset.sum_sigma']
  -- pairs (S, i) with i outside S correspond to pairs (T, i) with i inside T
  refine Finset.sum_bij' (fun x _ => ⟨insert x.2 x.1, x.2⟩)
    (fun x _ => ⟨x.1.erase x.2, x.2⟩) ?_ ?_ ?_ ?_ ?_
  · rintro ⟨S, i⟩ h
    simp only [mem_sigma, mem_powersetCard, subset_univ, true_and, mem_compl] at h ⊢
    exact ⟨by rw [card_insert_of_notMem h.2, h.1], mem_insert_self _ _⟩
  · rintro ⟨T, i⟩ h
    simp only [mem_sigma, mem_powersetCard, subset_univ, true_and, mem_compl] at h ⊢
    have h1 := h.1
    have h2 := card_erase_of_mem h.2
    exact ⟨by omega, notMem_erase _ _⟩
  · rintro ⟨S, i⟩ h
    simp only [mem_sigma, mem_compl] at h
    simp only [erase_insert h.2]
  · rintro ⟨T, i⟩ h
    simp only [mem_sigma] at h
    simp only [insert_erase h.2]
  · intro x _
    rfl
```

Writing the log of each ratio as a difference and taking $F(T)=\log p(y_T)$ gives
$$\sum_{|S|=k}\sum_{i\notin S}\log p(y_i\mid y_S)=(k+1)\sum_{|T|=k+1}\log p(y_T)-(n-k)\sum_{|S|=k}\log p(y_S).$$
Since $\binom nk(n-k)=\binom n{k+1}(k+1)$, division yields $s_k=L_{k+1}-L_k$. In the code, `hsum` is the displayed identity and `h` the binomial one.

```lean
/-- For nonnegative weights with `p(y) > 0`, the score at training size `k < n` is the gain in
mean log marginal probability from `k` to `k+1` variables. -/
theorem cvScore_eq_sub {p : (∀ i, α i) → ℝ} (hp : ∀ z, 0 ≤ p z) {y : ∀ i, α i}
    (hy : 0 < p y) {k : ℕ} (hk : k < Fintype.card ι) :
    cvScore p k y = meanLogMarginal p (k + 1) y - meanLogMarginal p k y := by
  have hsum : ∑ S ∈ powersetCard k (univ : Finset ι), ∑ i ∈ Sᶜ,
      Real.log (conditional p i S y) =
      ((k : ℝ) + 1) * ∑ T ∈ powersetCard (k + 1) (univ : Finset ι), Real.log (marginal p T y)
      - ((Fintype.card ι : ℝ) - k) *
        ∑ S ∈ powersetCard k (univ : Finset ι), Real.log (marginal p S y) := by
    rw [← sum_insert_heldOut (fun T => Real.log (marginal p T y)), mul_sum,
      ← sum_sub_distrib]
    refine sum_congr rfl fun S hS => ?_
    have hc : ((Sᶜ.card : ℕ) : ℝ) = (Fintype.card ι : ℝ) - k := by
      rw [card_compl, (mem_powersetCard.1 hS).2, Nat.cast_sub hk.le]
    rw [← hc, ← nsmul_eq_mul, ← sum_const, ← sum_sub_distrib]
    refine sum_congr rfl fun i _ => ?_
    exact Real.log_div (marginal_pos hp hy _).ne' (marginal_pos hp hy _).ne'
  have hC : ((Fintype.card ι).choose k : ℝ) ≠ 0 :=
    Nat.cast_ne_zero.2 (Nat.choose_pos hk.le).ne'
  have hC' : ((Fintype.card ι).choose (k + 1) : ℝ) ≠ 0 :=
    Nat.cast_ne_zero.2 (Nat.choose_pos hk).ne'
  have hn : (Fintype.card ι : ℝ) - k ≠ 0 := (sub_pos.2 (Nat.cast_lt.2 hk)).ne'
  -- the two ways of counting pairs
  have h : ((Fintype.card ι).choose (k + 1) : ℝ) * ((k : ℝ) + 1) =
      ((Fintype.card ι).choose k : ℝ) * ((Fintype.card ι : ℝ) - k) := by
    rw [← Nat.cast_sub hk.le]
    exact_mod_cast Nat.choose_succ_right_eq (Fintype.card ι) k
  unfold cvScore meanLogMarginal
  rw [hsum, div_sub_div _ _ hC' hC, div_eq_div_iff (mul_ne_zero hC hn) (mul_ne_zero hC' hC)]
  linear_combination (∑ T ∈ powersetCard (k + 1) (univ : Finset ι),
    Real.log (marginal p T y)) * ((Fintype.card ι).choose k : ℝ) * h
```

## Summing over training sizes

For $m\le n$ the differences telescope. With $L_n=\log p(y)$,
$$\sum_{k=m}^{n-1}s_k=L_n-L_m=\frac1{\binom nm}\sum_{|S|=m}\log\frac{p(y)}{p(y_S)}.$$
This is the average log probability of the remaining readings given $m$ of them. Normalisation of $p$ has not been used.

```lean
/-- For nonnegative weights with `p(y) > 0`, the scores summed from training size `m ≤ n` upwards
give the average, over `m`-element sets `S`, of the log probability of `y` given `y_S`. -/
theorem sum_cvScore_from {p : (∀ i, α i) → ℝ} (hp : ∀ z, 0 ≤ p z) {y : ∀ i, α i}
    (hy : 0 < p y) {m : ℕ} (hm : m ≤ Fintype.card ι) :
    ∑ k ∈ Ico m (Fintype.card ι), cvScore p k y =
      (∑ S ∈ powersetCard m (univ : Finset ι), Real.log (p y / marginal p S y)) /
        ((Fintype.card ι).choose m : ℝ) := by
  have tel : ∀ j, ∑ k ∈ range j, (meanLogMarginal p (k + 1) y - meanLogMarginal p k y) =
      meanLogMarginal p j y - meanLogMarginal p 0 y :=
    fun j => Finset.sum_range_sub (fun k => meanLogMarginal p k y) j
  have top : meanLogMarginal p (Fintype.card ι) y = Real.log (p y) := by
    unfold meanLogMarginal
    rw [← Finset.card_univ (α := ι), powersetCard_self, sum_singleton, marginal_univ,
      Nat.choose_self, Nat.cast_one, div_one]
  have hC : ((Fintype.card ι).choose m : ℝ) ≠ 0 :=
    Nat.cast_ne_zero.2 (Nat.choose_pos hm).ne'
  have hlog : ∑ S ∈ powersetCard m (univ : Finset ι), Real.log (p y / marginal p S y) =
      ((Fintype.card ι).choose m : ℝ) * Real.log (p y) -
        ∑ S ∈ powersetCard m (univ : Finset ι), Real.log (marginal p S y) := by
    rw [sum_congr rfl fun S _ => Real.log_div hy.ne' (marginal_pos hp hy S).ne',
      sum_sub_distrib, sum_const, card_powersetCard, Finset.card_univ, nsmul_eq_mul]
  -- the scores telescope
  rw [sum_congr rfl fun k hk => cvScore_eq_sub hp hy (mem_Ico.1 hk).2,
    sum_Ico_eq_sub _ hm, tel, tel, top, hlog, sub_div, mul_div_cancel_left₀ _ hC]
  unfold meanLogMarginal
  ring
```

At $m=0$ the only $S$ is empty, and $\sum_z p(z)=1$ turns the right-hand side into $\log p(y)$.

```lean
/-- For a joint probability `p` on `n` finite-valued variables and an outcome with `p(y) > 0`,
`log p(y)` is the sum of the cross-validation scores over training sizes `0, ..., n-1`. -/
theorem log_joint_eq_sum_cvScore {p : (∀ i, α i) → ℝ} (hp : ∀ z, 0 ≤ p z)
    (hsum : ∑ z, p z = 1) {y : ∀ i, α i} (hy : 0 < p y) :
    Real.log (p y) = ∑ k ∈ range (Fintype.card ι), cvScore p k y := by
  rw [range_eq_Ico, sum_cvScore_from hp hy (Nat.zero_le _)]
  simp [marginal_empty, hsum]
```

## Posterior predictions

Now let $p$ come from a Bayesian model with prior $\pi(\theta)$ and likelihood factors $\ell_{\theta,i}$, which may differ between readings. Its marginal likelihood, called `evidence` in the code, is $p(y)=\sum_\theta\pi(\theta)\prod_i\ell_{\theta,i}(y_i)$.

```lean
/-- The marginal likelihood of a Bayesian model: the likelihood of data that are independent
given the parameter, averaged over the prior. -/
def evidence (prior : Θ → ℝ) (lik : Θ → ∀ i, α i → ℝ) (y : ∀ i, α i) : ℝ :=
  ∑ θ, prior θ * ∏ i, lik θ i (y i)
```

Training on $y_S$ means forming the posterior
$$\pi(\theta\mid y_S)=\frac{\pi(\theta)\prod_{i\in S}\ell_{\theta,i}(y_i)}{\sum_t\pi(t)\prod_{i\in S}\ell_{t,i}(y_i)}.$$

```lean
/-- The posterior weight of the parameter `θ` after seeing `y_S`, meaningful when the
normalising sum is nonzero. -/
def posterior (prior : Θ → ℝ) (lik : Θ → ∀ i, α i → ℝ) (S : Finset ι) (y : ∀ i, α i)
    (θ : Θ) : ℝ :=
  (prior θ * ∏ i ∈ S, lik θ i (y i)) / ∑ t, prior t * ∏ i ∈ S, lik t i (y i)
```

The denominator is $p(y_S)$. To see this, exchange the sums over records and parameters. The sum over records then factorises, and each reading outside $S$ contributes $\sum_x\ell_{\theta,i}(x)=1$.

```lean
/-- If each likelihood factor sums to one, the marginal of the evidence on `S` is the evidence
of the data in `S` alone. -/
theorem marginal_evidence (prior : Θ → ℝ) (lik : Θ → ∀ i, α i → ℝ)
    (hlik : ∀ θ i, ∑ x, lik θ i x = 1) (S : Finset ι) (y : ∀ i, α i) :
    marginal (evidence prior lik) S y = ∑ θ, prior θ * ∏ i ∈ S, lik θ i (y i) := by
  have hset : univ.filter (fun z : ∀ i, α i => ∀ i ∈ S, z i = y i) =
      Fintype.piFinset (fun i => (if i ∈ S then {y i} else univ : Finset (α i))) := by
    ext z
    simp only [mem_filter, mem_univ, true_and, Fintype.mem_piFinset]
    refine forall_congr' fun i => ?_
    by_cases h : i ∈ S <;> simp [h]
  unfold marginal evidence
  rw [sum_comm]
  refine sum_congr rfl fun θ _ => ?_
  rw [← mul_sum, hset, ← Finset.prod_univ_sum]
  congr 1
  -- unobserved variables sum out to one
  calc _ = ∏ i, (if i ∈ S then lik θ i (y i) else 1) := by
        refine prod_congr rfl fun i _ => ?_
        by_cases h : i ∈ S <;> simp [h, hlik]
    _ = _ := by simp [Finset.prod_ite_mem]
```

Hence, for $i\notin S$,
$$p(y_i\mid y_S)=\sum_\theta\pi(\theta\mid y_S)\,\ell_{\theta,i}(y_i),$$
the posterior predictive probability. The prior and the likelihood factors are assumed nonnegative and normalised, which makes the evidence a joint probability, so `log_joint_eq_sum_cvScore` applies.

```lean
/-- For a nonnegative prior that sums to one and nonnegative likelihood factors that each sum to
one, the log marginal likelihood of data with positive evidence is the sum over training sizes of
the average log posterior predictive probability of a held-out observation. -/
theorem log_evidence_eq_cumulative_cv {prior : Θ → ℝ} {lik : Θ → ∀ i, α i → ℝ}
    (hprior : ∀ θ, 0 ≤ prior θ) (hone : ∑ θ, prior θ = 1)
    (hpos : ∀ θ i x, 0 ≤ lik θ i x) (hlik : ∀ θ i, ∑ x, lik θ i x = 1)
    {y : ∀ i, α i} (hy : 0 < evidence prior lik y) :
    Real.log (evidence prior lik y) = ∑ k ∈ range (Fintype.card ι),
      (∑ S ∈ powersetCard k (univ : Finset ι), ∑ i ∈ Sᶜ,
        Real.log (∑ θ, posterior prior lik S y θ * lik θ i (y i))) /
      (((Fintype.card ι).choose k : ℝ) * ((Fintype.card ι : ℝ) - k)) := by
  have hnn : ∀ z, 0 ≤ evidence prior lik z := fun z =>
    sum_nonneg fun θ _ => mul_nonneg (hprior θ) (prod_nonneg fun i _ => hpos θ i (z i))
  have htot : ∑ z, evidence prior lik z = 1 := by
    rw [← marginal_empty (evidence prior lik) y, marginal_evidence prior lik hlik]
    simpa using hone
  rw [log_joint_eq_sum_cvScore hnn htot hy]
  refine sum_congr rfl fun k _ => ?_
  unfold cvScore
  congr 1
  refine sum_congr rfl fun S _ => sum_congr rfl fun i hi => ?_
  congr 1
  -- the conditional of the evidence is the posterior predictive
  unfold conditional
  rw [marginal_evidence prior lik hlik (insert i S) y, marginal_evidence prior lik hlik S y,
    sum_div]
  refine sum_congr rfl fun θ _ => ?_
  rw [prod_insert (mem_compl.1 hi)]
  unfold posterior
  ring

end

end CumulativeCrossValidation
```

```lean
#print axioms CumulativeCrossValidation.log_joint_eq_sum_cvScore
#print axioms CumulativeCrossValidation.log_evidence_eq_cumulative_cv
```

```
'CumulativeCrossValidation.log_joint_eq_sum_cvScore' depends on axioms: [propext, Classical.choice, Quot.sound]
'CumulativeCrossValidation.log_evidence_eq_cumulative_cv' depends on axioms: [propext, Classical.choice, Quot.sound]
```

## Two readings of a qubit

The qubit is prepared afresh in the same way before each reading. Suppose the probability of "up" is $1/4$ or $3/4$, with equal prior weight, and both readings are "up". The evidence is $\tfrac12(\tfrac1{16}+\tfrac9{16})=\tfrac5{16}$. With no training data the predictive probability is $\tfrac12$. After one "up" the posterior weights are $\tfrac14$ and $\tfrac34$, and the predictive probability is $\tfrac1{16}+\tfrac9{16}=\tfrac58$. By symmetry $s_0=\log\tfrac12$ and $s_1=\log\tfrac58$, which add to $\log\tfrac5{16}$. For long records, $s_k$ can be estimated from randomly drawn pairs $(S,i)$.

The identity also covers comparisons of noise or force-field models, provided that the data are sorted into finitely many bins, the parameters lie on a finite grid, and the data are independent given the parameters. For binned data, `log_joint_eq_sum_cvScore` holds for any joint probability, including one averaged over continuous parameters. The posterior form for such parameters, and data with continuous densities, are not treated here.
